# The pair densities of plane waves on a periodic grid span a space whose dimension is the number of distinct frequency differences

On a periodic grid of `M` points, with `M` nonzero, take the plane-wave orbitals whose frequencies lie in a finite set `B` of residues modulo `M`. The theorem `finrank_pairSpace` says that the complex span of all pair densities conj(f_i) f_j, with i and j in `B`, has dimension equal to the number of distinct differences j − i modulo `M`. The plane waves are unnormalised, with squared norm `M`; dividing each by √M would only rescale the pair densities and leave their span unchanged. The attempt identifies the set of pair densities with the set of plane waves at the difference frequencies, then uses the linear independence of plane waves to count the dimension.

The failing Lean file:

```lean
import Mathlib

open ComplexConjugate

namespace FinrankPairSpace

noncomputable section

variable {M : ℕ} [NeZero M]

/-- The plane wave of frequency `k` on the periodic grid of `M` points. -/
def planeWave (k : ZMod M) : ZMod M → ℂ := fun x => ZMod.stdAddChar (k * x)

/-- The pair density `conj(f_i) f_j` of two plane-wave orbitals. -/
def pairDensity (i j : ZMod M) : ZMod M → ℂ :=
  fun x => conj (planeWave i x) * planeWave j x

/-- The space spanned by all pair densities of the orbitals with frequencies in `B`. -/
def pairSpace (B : Finset (ZMod M)) : Submodule ℂ (ZMod M → ℂ) :=
  Submodule.span ℂ {ρ | ∃ i ∈ B, ∃ j ∈ B, ρ = pairDensity i j}

/-- The distinct frequency differences of `B` modulo `M`. -/
def differences {M : ℕ} (B : Finset (ZMod M)) : Finset (ZMod M) :=
  (B ×ˢ B).image fun p => p.2 - p.1

/-- The pair density of two plane waves is the plane wave at the difference frequency. -/
theorem pairDensity_eq (i j : ZMod M) : pairDensity i j = planeWave (j - i) := by
  funext x
  simp only [pairDensity, planeWave]
  rw [← AddChar.map_neg_eq_conj, ← AddChar.map_add_eq_mul]
  congr 1
  ring

/-- Plane waves are orthogonal on the grid, each with squared norm `M`. -/
theorem sum_pairDensity (k l : ZMod M) :
    ∑ x, pairDensity k l x = if k = l then (M : ℂ) else 0 := by
  have h := AddChar.sum_mulShift (l - k) (ZMod.isPrimitive_stdAddChar M)
  rw [pairDensity_eq]
  simp only [planeWave, mul_comm (l - k)]
  rw [h]
  by_cases hkl : k = l
  · subst hkl
    simp [ZMod.card]
  · have h2 : l - k ≠ 0 := sub_ne_zero.mpr (Ne.symm hkl)
    simp [hkl, h2]

/-- Plane waves of distinct frequencies on the grid are linearly independent. -/
theorem planeWave_linearIndependent :
    LinearIndependent ℂ (planeWave : ZMod M → ZMod M → ℂ) := by
  rw [Fintype.linearIndependent_iff]
  intro g hg k
  -- project the vanishing combination onto the plane wave `k`
  have h : ∑ x, conj (planeWave k x) * (∑ l, g l • planeWave l) x = g k * M := by
    calc _ = ∑ x, ∑ l, g l * pairDensity k l x := by
          refine Finset.sum_congr rfl fun x _ => ?_
          rw [Finset.sum_apply, Finset.mul_sum]
          refine Finset.sum_congr rfl fun l _ => ?_
          simp only [Pi.smul_apply, smul_eq_mul, pairDensity]
          ring
      _ = ∑ l, g l * ∑ x, pairDensity k l x := by
          rw [Finset.sum_comm]
          simp only [Finset.mul_sum]
      _ = g k * M := by simp [sum_pairDensity]
  rw [hg] at h
  simp only [Pi.zero_apply, mul_zero, Finset.sum_const_zero] at h
  exact (mul_eq_zero.mp h.symm).resolve_right (Nat.cast_ne_zero.mpr (NeZero.ne M))

/-- The dimension of the pair-density space is the number of distinct frequency differences
modulo `M`. -/
theorem finrank_pairSpace (B : Finset (ZMod M)) :
    Module.finrank ℂ (pairSpace B) = (differences B).card := by
  have hset : {ρ | ∃ i ∈ B, ∃ j ∈ B, ρ = pairDensity i j}
      = Set.range (fun d : differences B => planeWave d.1) := by
    ext ρ
    constructor
    · rintro ⟨i, hi, j, hj, rfl⟩
      exact ⟨⟨j - i, Finset.mem_image.mpr ⟨(i, j), Finset.mem_product.mpr ⟨hi, hj⟩, rfl⟩⟩,
        (pairDensity_eq i j).symm⟩
    · rintro ⟨⟨d, hd⟩, rfl⟩
      obtain ⟨⟨i, j⟩, hp, rfl⟩ := Finset.mem_image.mp hd
      obtain ⟨hi, hj⟩ := Finset.mem_product.mp hp
      exact ⟨i, hi, j, hj, (pairDensity_eq i j).symm⟩
  rw [pairSpace, hset, finrank_span_eq_card
    (planeWave_linearIndependent.comp Subtype.val Subtype.val_injective), Fintype.card_coe]

end

end FinrankPairSpace
```

The error:

```
Main.lean:83:23: error: Tactic `rewrite` failed: Did not find an occurrence of the pattern
  Module.finrank ℂ ↥(Submodule.span ℂ (Set.range (planeWave ∘ Subtype.val)))
in the target expression
  Module.finrank ℂ ↥(Submodule.span ℂ (Set.range fun d => planeWave ↑d)) = (differences B).card

M : ℕ
inst✝ : NeZero M
B : Finset (ZMod M)
hset : {ρ | ∃ i ∈ B, ∃ j ∈ B, ρ = pairDensity i j} = Set.range fun d => planeWave ↑d
⊢ Module.finrank ℂ ↥(Submodule.span ℂ (Set.range fun d => planeWave ↑d)) = (differences B).card
```

The change, after which it compiles:

```diff
@@ -81,6 +81,7 @@
       obtain ⟨hi, hj⟩ := Finset.mem_product.mp hp
       exact ⟨i, hi, j, hj, (pairDensity_eq i j).symm⟩
-  rw [pairSpace, hset, finrank_span_eq_card
-    (planeWave_linearIndependent.comp Subtype.val Subtype.val_injective), Fintype.card_coe]
+  have hli : LinearIndependent ℂ (fun d : differences B => planeWave d.1) :=
+    planeWave_linearIndependent.comp Subtype.val Subtype.val_injective
+  rw [pairSpace, hset, finrank_span_eq_card hli, Fintype.card_coe]
 
 end
```

Diagnosis. The message says that `rw` could not find the left-hand side of `finrank_span_eq_card` in the goal. The linear independence proof was built with `.comp`, so its family of vectors is the composition `planeWave ∘ Subtype.val`, and the lemma's left-hand side speaks of the range of that composition. After rewriting with `hset`, the goal has `fun d => planeWave ↑d` instead. The two are the same function by definition, but seeing this requires unfolding the composition, which `rw` does not do when it searches for its pattern.

The repair first states the independence as `hli`, with the family written as `fun d : differences B => planeWave d.1`. Lean accepts the same `.comp` proof for this statement, because checking a proof against a stated type does allow the composition to be unfolded. `finrank_span_eq_card hli` then has a left-hand side in the form the goal uses, and the rewrite succeeds. The mathematical argument is unchanged.
